# For fixed orbitals, the OEP condition is a linear equation for the local potential

One way to carry out an exact-exchange calculation with an optimized effective potential (OEP) is to take the current orbitals, solve a linear system for the local exchange potential, and repeat. Its matrix is the density response of non-interacting electrons, and its right-hand side is the first-order density change that the nonlocal exchange operator would cause. For real orbitals on a finite set of sites, this linear system is equivalent to a trace condition. When the potential solved for is also the one in the Hamiltonian, that condition says that the energy is stationary under changes of the local potential.

## From stationary energy to a linear system

Let $H$ be a real symmetric matrix on a finite set of sites, with orthonormal eigenvectors $f_p$ and energies $e_p$. Some orbitals are occupied (index $i$), the others virtual (index $a$), and $e_i\neq e_a$ for every such pair. Write $A_{ai}=f_a\cdot Af_i$ for the coupling through a symmetric matrix $A$, and $P=\sum_i f_if_i^T$ for the density matrix. The first-order response of $P$ to $A$ is
$$R(A)=\sum_{i,a}\frac{A_{ai}}{e_i-e_a}\,(f_af_i^T+f_if_a^T).$$

Suppose that $H$ consists of the kinetic energy, the external potential, the Hartree potential and a local exchange potential $u$, and let $K$ be the nonlocal exchange matrix built from the same orbitals. Replacing $u$ by $K$ gives $H+K-\mathrm{diag}\,u$, the derivative with respect to the density matrix of the total energy with exact exchange and no correlation. A change $v$ of the local potential alters the energy to first order by the trace of this matrix with $R(\mathrm{diag}\,v)$. The claim is that this trace vanishes for all $v$ exactly when $R(K-\mathrm{diag}\,u)$ has zero diagonal.

**The response.** If $P+\lambda P_1$ commutes with $H+\lambda A$ to first order in $\lambda$, then $[H,P_1]=[P,A]$. To see that $R(A)$ satisfies this, apply $H$ to the orbitals:
$$[H,f_af_i^T+f_if_a^T]=(e_i-e_a)(f_if_a^T-f_af_i^T).$$
The factor cancels the denominator, so $[H,R(A)]=\sum_{i,a}A_{ai}(f_if_a^T-f_af_i^T)$. On the other side, the expansion $Af_i=\sum_qA_{qi}f_q$ over all orbitals gives
$$[P,A]=\sum_i\sum_qA_{qi}(f_if_q^T-f_qf_i^T).$$
When $q$ is occupied, the term changes sign under exchange of $i$ and $q$, because $A_{qi}=A_{iq}$. These terms cancel, and the occupied–virtual terms that remain are those of $[H,R(A)]$.

**Reciprocity.** For symmetric $B$, both $\mathrm{tr}(Bf_af_i^T)$ and $\mathrm{tr}(Bf_if_a^T)$ equal $B_{ai}$. Hence
$$\mathrm{tr}(B\,R(A))=\sum_{i,a}\frac{2A_{ai}B_{ai}}{e_i-e_a}=\mathrm{tr}(A\,R(B)).$$
For $B=H$ the coupling is $H_{ai}=e_i\,f_a\cdot f_i=0$, so $\mathrm{tr}(H\,R(A))=0$.

**The OEP equation.** The term with $H$ drops out, and reciprocity moves the response onto the other factor:
$$\mathrm{tr}\big((H+K-\mathrm{diag}\,u)R(\mathrm{diag}\,v)\big)=\sum_pv_p\,R(K-\mathrm{diag}\,u)_{pp}.$$
If the diagonal is zero, the sum vanishes for every $v$. Conversely, a unit potential on site $p$ picks out the entry at $p$.

Since $R$ is linear, the condition reads $R(\mathrm{diag}\,u)_{pp}=R(K)_{pp}$. Inserting $(\mathrm{diag}\,u)_{ai}=\sum_qf_a(q)u_qf_i(q)$ gives
$$\sum_q\chi_{pq}u_q=R(K)_{pp},\qquad \chi_{pq}=\sum_{i,a}\frac{2f_i(p)f_a(p)f_i(q)f_a(q)}{e_i-e_a}.$$

## Orbitals, couplings and responses in Lean

```lean
import Mathlib

open Matrix

noncomputable section

namespace OptimizedEffectivePotential
```

The structure `KohnSham` collects the data and assumptions. The type `n` labels both sites and orbitals: `f i p` is the component of orbital $i$ on site $p$.

```lean
/-- A Kohn-Sham system on a finite real basis: a symmetric Hamiltonian `H`, its orthonormal
orbitals `f` with energies `e`, and a set of occupied orbitals, none of which is degenerate
with a virtual one. -/
structure KohnSham (n : Type*) [Fintype n] [DecidableEq n] where
  H : Matrix n n ℝ
  f : n → n → ℝ
  e : n → ℝ
  occ : Finset n
  symm : H.IsSymm
  orthonormal : ∀ p q, f p ⬝ᵥ f q = if p = q then 1 else 0
  eigen : ∀ p, H *ᵥ f p = e p • f p
  gap : ∀ i ∈ occ, ∀ a ∉ occ, e i ≠ e a
```

The field `gap` excludes a degenerate level that is only partly filled, where the choice of occupied orbitals would be ambiguous. It does not require the occupied orbitals to be the lowest ones. Each occupied orbital enters the density matrix with weight one, so spin degeneracy is not included. The site basis is orthonormal, and a local potential is a diagonal matrix in it. `H` is simply given; no self-consistency condition ties it to the density.

The next four definitions are $A_{ai}$, $P$, $R(A)$ and $\chi$. `S.occᶜ` is the set of virtual orbitals, and `vecMulVec` forms the outer product of two vectors.

```lean
variable {n : Type*} [Fintype n] [DecidableEq n] (S : KohnSham n)

/-- The matrix element of `A` between orbitals `a` and `i`. -/
def KohnSham.coupling (A : Matrix n n ℝ) (a i : n) : ℝ := S.f a ⬝ᵥ A *ᵥ S.f i

/-- The density matrix: the sum of the projectors on the occupied orbitals. -/
def KohnSham.density : Matrix n n ℝ := ∑ i ∈ S.occ, vecMulVec (S.f i) (S.f i)

/-- The first-order response of the density matrix to a symmetric perturbation `A`, as a sum over
occupied-virtual pairs; the denominators are nonzero by the gap condition of the system. -/
def KohnSham.response (A : Matrix n n ℝ) : Matrix n n ℝ :=
  ∑ i ∈ S.occ, ∑ a ∈ S.occᶜ, (S.coupling A a i / (S.e i - S.e a)) •
    (vecMulVec (S.f a) (S.f i) + vecMulVec (S.f i) (S.f a))

/-- The density response matrix between sites `p` and `q`; the denominators are nonzero by
the gap condition of the system. -/
def KohnSham.chi : Matrix n n ℝ := Matrix.of fun p q =>
  ∑ i ∈ S.occ, ∑ a ∈ S.occᶜ,
    2 * (S.f i p * S.f a p * S.f i q * S.f a q) / (S.e i - S.e a)
```

## Completeness and the commutator condition

The orbitals form the rows of a square matrix. Orthonormality says that this matrix times its transpose is the identity; `mul_eq_one_comm` reverses the order, which is completeness.

```lean
/-- Every vector is the sum of its components along the orbitals. -/
theorem orbital_expansion (x : n → ℝ) : x = ∑ q, (S.f q ⬝ᵥ x) • S.f q := by
  have h1 : Matrix.of S.f * (Matrix.of S.f)ᵀ = 1 := by
    ext p q
    simpa [Matrix.mul_apply, Matrix.one_apply, dotProduct] using S.orthonormal p q
  have h2 := mul_eq_one_comm.mp h1
  have h3 : (Matrix.of S.f)ᵀ *ᵥ (Matrix.of S.f *ᵥ x) = x := by
    rw [Matrix.mulVec_mulVec, h2, Matrix.one_mulVec]
  ext p
  calc x p = ((Matrix.of S.f)ᵀ *ᵥ (Matrix.of S.f *ᵥ x)) p := (congrFun h3 p).symm
    _ = _ := by
      simp only [Finset.sum_apply, Pi.smul_apply, smul_eq_mul]
      exact Finset.sum_congr rfl fun q _ => mul_comm _ _
```

In the commutator proof, `T q i` is the antisymmetric term $A_{qi}(f_if_q^T-f_qf_i^T)$. The step `hL` evaluates $[H,R(A)]$, where `field_simp` cancels the energy difference using `gap`. The step `hR` expands $[P,A]$ over all orbitals, and `h0` shows that the occupied–occupied sum equals its own negative and hence vanishes.

```lean
/-- The response satisfies the first-order stationarity condition `[H, R(A)] = [P, A]`,
with `P` the density matrix. -/
theorem response_commutator {A : Matrix n n ℝ} (hA : A.IsSymm) :
    S.H * S.response A - S.response A * S.H = S.density * A - A * S.density := by
  have hv : ∀ {M : Matrix n n ℝ}, M.IsSymm → ∀ x : n → ℝ, x ᵥ* M = M *ᵥ x := by
    intro M hM x
    rw [← Matrix.mulVec_transpose, hM.eq]
  let T : n → n → Matrix n n ℝ := fun q i =>
    S.coupling A q i • (vecMulVec (S.f i) (S.f q) - vecMulVec (S.f q) (S.f i))
  -- the energy difference cancels the denominator
  have hL : S.H * S.response A - S.response A * S.H = ∑ i ∈ S.occ, ∑ a ∈ S.occᶜ, T a i := by
    simp only [KohnSham.response, Finset.mul_sum, Finset.sum_mul, ← Finset.sum_sub_distrib]
    refine Finset.sum_congr rfl fun i hi => Finset.sum_congr rfl fun a ha => ?_
    have hne : S.e i - S.e a ≠ 0 := sub_ne_zero.mpr (S.gap i hi a (Finset.mem_compl.mp ha))
    rw [mul_smul_comm, smul_mul_assoc, mul_add, add_mul]
    simp only [Matrix.mul_vecMulVec, Matrix.vecMulVec_mul, hv S.symm, S.eigen]
    ext p r
    simp only [T, Matrix.sub_apply, Matrix.add_apply, Matrix.smul_apply,
      Matrix.vecMulVec_apply, Pi.smul_apply, smul_eq_mul]
    field_simp
    ring
  -- expand `A f_i` in all orbitals
  have hR : S.density * A - A * S.density = ∑ i ∈ S.occ, ∑ q, T q i := by
    simp only [KohnSham.density, Finset.mul_sum, Finset.sum_mul, ← Finset.sum_sub_distrib,
      Matrix.mul_vecMulVec, Matrix.vecMulVec_mul, hv hA]
    refine Finset.sum_congr rfl fun i _ => ?_
    have hx : ∀ p, (A *ᵥ S.f i) p = ∑ q, S.coupling A q i * S.f q p := by
      intro p
      have h := congrFun (orbital_expansion S (A *ᵥ S.f i)) p
      simpa only [KohnSham.coupling, Finset.sum_apply, Pi.smul_apply, smul_eq_mul] using h
    ext p r
    simp only [T, Matrix.sub_apply, Matrix.sum_apply, Matrix.smul_apply,
      Matrix.vecMulVec_apply, smul_eq_mul, hx]
    rw [Finset.mul_sum, Finset.sum_mul, ← Finset.sum_sub_distrib]
    exact Finset.sum_congr rfl fun q _ => by ring
  -- occupied-occupied terms cancel in pairs
  have hT : ∀ q i, T q i = -T i q := by
    intro q i
    have hc : S.coupling A q i = S.coupling A i q := by
      unfold KohnSham.coupling
      rw [Matrix.dotProduct_mulVec, hv hA, dotProduct_comm]
    simp only [T, hc]
    module
  have h0 : ∑ i ∈ S.occ, ∑ q ∈ S.occ, T q i = 0 := by
    have h : ∑ i ∈ S.occ, ∑ q ∈ S.occ, T q i = -∑ i ∈ S.occ, ∑ q ∈ S.occ, T q i := by
      conv_lhs => rw [Finset.sum_comm]
      simp only [← Finset.sum_neg_distrib]
      exact Finset.sum_congr rfl fun i _ => Finset.sum_congr rfl fun q _ => hT i q
    ext p r
    have h' := congrFun (congrFun h p) r
    rw [Matrix.neg_apply] at h'
    rw [Matrix.zero_apply]
    linarith
  rw [hL, hR]
  simp only [← Finset.sum_add_sum_compl S.occ, Finset.sum_add_distrib, h0, zero_add]
```

This theorem verifies the first-order equation for $R(A)$; it does not differentiate the density matrix of a perturbed Hamiltonian.

## Reciprocity of the response

The trace formula needs symmetry only of `B`, which identifies the two couplings `h1` and `h2`.

```lean
/-- The trace of a symmetric matrix `B` with the matrix `S.response A`, as a sum over
occupied-virtual pairs. -/
theorem trace_mul_response (A : Matrix n n ℝ) {B : Matrix n n ℝ} (hB : B.IsSymm) :
    (B * S.response A).trace = ∑ i ∈ S.occ, ∑ a ∈ S.occᶜ,
      2 * (S.coupling A a i * S.coupling B a i) / (S.e i - S.e a) := by
  simp only [KohnSham.response, Finset.mul_sum, Matrix.trace_sum]
  refine Finset.sum_congr rfl fun i _ => Finset.sum_congr rfl fun a _ => ?_
  have h1 : (B *ᵥ S.f a) ⬝ᵥ S.f i = S.coupling B a i := by
    unfold KohnSham.coupling
    rw [Matrix.dotProduct_mulVec, ← Matrix.mulVec_transpose, hB.eq]
  have h2 : (B *ᵥ S.f i) ⬝ᵥ S.f a = S.coupling B a i := dotProduct_comm _ _
  rw [mul_smul_comm, Matrix.trace_smul, mul_add, Matrix.trace_add, Matrix.mul_vecMulVec,
    Matrix.mul_vecMulVec, Matrix.trace_vecMulVec, Matrix.trace_vecMulVec, h1, h2, smul_eq_mul]
  ring
```

Reciprocity applies the formula on both sides and exchanges the factors in each term.

```lean
/-- Reciprocity: the response of `B` to `A` equals the response of `A` to `B`. -/
theorem response_reciprocity {A B : Matrix n n ℝ} (hA : A.IsSymm) (hB : B.IsSymm) :
    (B * S.response A).trace = (A * S.response B).trace := by
  rw [trace_mul_response S A hB, trace_mul_response S B hA]
  exact Finset.sum_congr rfl fun i _ => Finset.sum_congr rfl fun a _ => by ring
```

For the Hamiltonian itself, the eigenvalue equation and orthogonality make every occupied–virtual coupling zero.

```lean
/-- The expectation value of the Kohn-Sham Hamiltonian itself has no first-order response. -/
theorem trace_hamiltonian_response (A : Matrix n n ℝ) : (S.H * S.response A).trace = 0 := by
  rw [trace_mul_response S A S.symm]
  refine Finset.sum_eq_zero fun i hi => Finset.sum_eq_zero fun a ha => ?_
  have hai : a ≠ i := fun h => Finset.mem_compl.mp ha (h ▸ hi)
  have h : S.coupling S.H a i = 0 := by
    unfold KohnSham.coupling
    rw [S.eigen, dotProduct_smul, S.orthonormal, if_neg hai, smul_zero]
  rw [h]
  simp
```

## The OEP condition and its linear form

In `oep_iff`, the intermediate result `key` is the identity that turns the trace into $\sum_pv_pR(K-\mathrm{diag}\,u)_{pp}$. The unit potential is `Pi.single p 1`.

```lean
/-- The OEP equation: the trace of `H + K - diag u` with the response to every local potential
`v` vanishes iff the response to `K - diag u` has zero diagonal. -/
theorem oep_iff {K : Matrix n n ℝ} (hK : K.IsSymm) (u : n → ℝ) :
    (∀ v : n → ℝ, ((S.H + K - diagonal u) * S.response (diagonal v)).trace = 0) ↔
      ∀ p, S.response (K - diagonal u) p p = 0 := by
  have key : ∀ v : n → ℝ, ((S.H + K - diagonal u) * S.response (diagonal v)).trace =
      ∑ p, v p * S.response (K - diagonal u) p p := by
    intro v
    rw [add_sub_assoc, add_mul, Matrix.trace_add, trace_hamiltonian_response, zero_add,
      response_reciprocity S (Matrix.isSymm_diagonal v) (hK.sub (Matrix.isSymm_diagonal u))]
    simp only [Matrix.trace, Matrix.diag_apply, Matrix.diagonal_mul]
  simp only [key]
  constructor
  · -- test with a potential on a single site
    intro h p
    simpa [Pi.single_apply] using h (Pi.single p 1)
  · intro h v
    simp [h]
```

The next theorem identifies the diagonal response to a local potential with $\chi u$, by reordering the finite sums and comparing terms.

```lean
/-- The first-order density change caused by a local potential `u` is `χ u`. -/
theorem response_diagonal (u : n → ℝ) (p : n) :
    S.response (diagonal u) p p = (S.chi *ᵥ u) p := by
  have h : (S.chi *ᵥ u) p = ∑ i ∈ S.occ, ∑ a ∈ S.occᶜ, ∑ q,
      2 * (S.f i p * S.f a p * S.f i q * S.f a q) / (S.e i - S.e a) * u q := by
    simp only [Matrix.mulVec, dotProduct, KohnSham.chi, Matrix.of_apply, Finset.sum_mul]
    rw [Finset.sum_comm]
    exact Finset.sum_congr rfl fun i _ => Finset.sum_comm
  rw [h]
  simp only [KohnSham.response, Matrix.sum_apply, Matrix.smul_apply, Matrix.add_apply,
    Matrix.vecMulVec_apply, smul_eq_mul]
  refine Finset.sum_congr rfl fun i _ => Finset.sum_congr rfl fun a _ => ?_
  simp only [KohnSham.coupling, dotProduct, Matrix.mulVec_diagonal]
  rw [Finset.sum_div, Finset.sum_mul]
  exact Finset.sum_congr rfl fun q _ => by ring
```

Linearity, proved as `hsub`, then separates the contributions of $K$ and $u$.

```lean
/-- The OEP condition as a linear equation for the potential: `χ u` equals the first-order density
change caused by the nonlocal operator `K`. -/
theorem oep_linear_equation {K : Matrix n n ℝ} (hK : K.IsSymm) (u : n → ℝ) :
    (∀ v : n → ℝ, ((S.H + K - diagonal u) * S.response (diagonal v)).trace = 0) ↔
      S.chi *ᵥ u = fun p => S.response K p p := by
  have hsub : S.response (K - diagonal u) = S.response K - S.response (diagonal u) := by
    simp only [KohnSham.response, KohnSham.coupling, Matrix.sub_mulVec, dotProduct_sub,
      sub_div, sub_smul, Finset.sum_sub_distrib]
  rw [oep_iff S hK u, funext_iff]
  refine forall_congr' fun p => ?_
  rw [hsub, Matrix.sub_apply, response_diagonal, sub_eq_zero, eq_comm]
```

The equivalence holds for any symmetric `K` and any `u`, with `H` and its orbitals held fixed. In a full OEP calculation, $K$ depends on the orbitals and $H$ contains $u$, so a solution for fixed orbitals need not be self-consistent. The equation can be solved repeatedly until the potential and the orbitals agree; convergence of that cycle is not addressed. Nor does the theorem assert that a solution exists or is unique. A constant added to $u$ has no effect, since occupied and virtual orbitals are orthogonal.

## A two-site solution with a nonzero source

The example has one occupied orbital, $(3/5,4/5)$, at energy $-1$ and one virtual orbital, $(-4/5,3/5)$, at energy $1$. Its fields are verified by checking the components.

```lean
/-- A two-site system with orbitals `(3/5, 4/5)` and `(-4/5, 3/5)` at energies `-1` and `1`,
the first one occupied. -/
def twoSite : KohnSham (Fin 2) where
  H := !![7/25, -24/25; -24/25, -7/25]
  f := ![![3/5, 4/5], ![-4/5, 3/5]]
  e := ![-1, 1]
  occ := {0}
  symm := by
    ext i j
    fin_cases i <;> fin_cases j <;> simp
  orthonormal := by
    intro p q
    fin_cases p <;> fin_cases q <;> norm_num [dotProduct, Fin.sum_univ_succ]
  eigen := by
    intro p
    ext q
    fin_cases p <;> fin_cases q <;> norm_num [Matrix.mulVec, dotProduct, Fin.sum_univ_succ]
  gap := by
    intro i hi a ha
    have hvirt : ∀ b : Fin 2, b ∉ ({0} : Finset (Fin 2)) → b = 1 := by decide
    rw [Finset.mem_singleton.mp hi, hvirt a ha]
    norm_num
```

Take $K$ with zero diagonal and off-diagonal element $12$, and $u=(7,0)$. Both have the occupied–virtual coupling $-84/25$, so the response to their difference vanishes. The response to $K$ alone has the first diagonal entry
$$\frac{-84/25}{-2}\cdot2\cdot\frac35\cdot\left(-\frac45\right)=-\frac{1008}{625},$$
so the right-hand side of the linear equation is not zero. This $K$ only illustrates the algebra: it has the eigenvalue $12$, whereas the exchange matrix of Coulomb repulsion has no positive eigenvalue. The proof uses `oep_iff` to reduce the condition on all `v` to two diagonal entries, which `norm_num` evaluates.

```lean
/-- In the two-site system the potential `(7, 0)` solves the OEP equation for a nonlocal `K` with
off-diagonal element `12`, and the first-order density change caused by `K` on site `0` is
`-1008/625`. -/
theorem oep_witness :
    (∀ v : Fin 2 → ℝ, ((twoSite.H + !![0, 12; 12, 0] - diagonal ![7, 0]) *
      twoSite.response (diagonal v)).trace = 0) ∧
    twoSite.response !![0, 12; 12, 0] 0 0 = -1008/625 := by
  have h1 : twoSite.occᶜ = {1} := by
    change ({0} : Finset (Fin 2))ᶜ = {1}
    decide
  have h0 : twoSite.occ = {0} := rfl
  have hK : (!![0, 12; 12, 0] : Matrix (Fin 2) (Fin 2) ℝ).IsSymm := by
    ext i j
    fin_cases i <;> fin_cases j <;> simp
  constructor
  · rw [oep_iff twoSite hK]
    intro p
    rw [KohnSham.response, h1, h0, Finset.sum_singleton, Finset.sum_singleton]
    fin_cases p <;> norm_num [KohnSham.coupling, twoSite, Matrix.mulVec, dotProduct,
      Fin.sum_univ_succ, Matrix.vecMulVec_apply, Matrix.diagonal_apply]
  · rw [KohnSham.response, h1, h0, Finset.sum_singleton, Finset.sum_singleton]
    norm_num [KohnSham.coupling, twoSite, Matrix.mulVec, dotProduct,
      Fin.sum_univ_succ, Matrix.vecMulVec_apply]

end OptimizedEffectivePotential
```

```lean
#print axioms OptimizedEffectivePotential.response_commutator
#print axioms OptimizedEffectivePotential.oep_linear_equation
```

```
'OptimizedEffectivePotential.response_commutator' depends on axioms: [propext, Classical.choice, Quot.sound]
'OptimizedEffectivePotential.oep_linear_equation' depends on axioms: [propext, Classical.choice, Quot.sound]
```
